# A free SHAKE rotor of unit bond length with hv > 0 turns uniformly, but by arcsin(hv) per step instead of hv

## The rotor and its time step

A particle of unit mass is held at unit distance from a fixed centre by a rigid, massless bond. No other force acts. Its position $x$ is a vector in a real inner product space $E$, with the centre at the origin. The vectors $e_0$ and $e_1$ are orthonormal: $e_0$ is the starting position, $v e_1$ the starting velocity, and $h$ the time step.

The exact motion is $x(t)=\cos(vt)\,e_0+\sin(vt)\,e_1$. It advances by the angle $hv$ in each time step, and the bond supplies the centripetal force $-v^2x$.

SHAKE replaces this motion by Verlet steps with a constraint force $-\lambda_n x_n$ at step $n$, where the multiplier $\lambda_n$ is chosen so that the next position has unit length again:

$$x_1=e_0+hv\,e_1-\tfrac12h^2\lambda_0\,e_0,\qquad x_{n+2}=2x_{n+1}-x_n-h^2\lambda_{n+1}x_{n+1}.$$

The bond condition is quadratic in the multiplier, so a root has to be selected. The convention is $h^2\lambda_n<2$. Physically, for small $h$ it selects the root whose constraint force shifts the next position only slightly, and excludes the root that throws the particle to the opposite side of the circle.

## What the theorems say

The structure `IsShakeRotor h v e₀ e₁ lam x` collects these rules. The sequence `x : ℕ → E` holds the positions and `lam : ℕ → ℝ` the multipliers. The fields `start`, `first` and `step` are the starting position and the two formulas above, `bond` says that every position has norm one, and `branch` is the selection of the root. The definition `circlePoint e₀ e₁ φ` is the point $P(\varphi)=\cos\varphi\,e_0+\sin\varphi\,e_1$.

The main theorem, `shake_rotor_uniform_too_fast`, takes an orthonormal pair, a trajectory in this sense and $hv>0$. It concludes that

$$x_n=P(n\theta)\ \text{ for all } n,\qquad \theta=\arcsin(hv)>hv.$$

Neither $hv<1$ nor motion in a plane is assumed; both follow from the rules. Three further theorems take $h$ and $v$ positive:

- `shake_multiplier_constant`: the multiplier is the same at every step and exceeds $v^2$.
- `shake_exists_iff`: for an orthonormal pair, a trajectory exists exactly when $hv<1$.
- `shake_speed_bounds`: if $hv<1$, the number $\arcsin(hv)/h$, which is the angular speed of the numerical rotor, lies strictly between $v$ and $v/\sqrt{1-(hv)^2}$.

For constrained molecular dynamics this gives the time-step error in the rotation of a single rigid bond that feels no potential, provided that $v$ is the velocity at the starting time, as in the first step above, and not a leapfrog velocity at a half step. The model has one constraint, solved without a tolerance, and real numbers without rounding. It says nothing about coupled constraints or about forces from an electronic structure calculation.

## The first step fixes the angle

Collecting terms gives $x_1=(1-\tfrac12h^2\lambda_0)\,e_0+hv\,e_1$. Since $x_1$ has unit length,

$$(1-\tfrac12h^2\lambda_0)^2+(hv)^2=1.$$

The selected root has $1-\tfrac12h^2\lambda_0>0$. Hence $(hv)^2<1$, and taking the positive square root gives

$$1-\tfrac12h^2\lambda_0=\sqrt{1-(hv)^2}.$$

With $\theta=\arcsin(hv)$ we have $\sin\theta=hv$ and $\cos\theta=\sqrt{1-(hv)^2}$, so $x_1=P(\theta)$.

## Every later step repeats it

Write $\mu=h^2\lambda_{n+1}$. The next position is $x_{n+2}=(2-\mu)x_{n+1}-x_n$, and because $x_n$ and $x_{n+1}$ are unit vectors,

$$\|x_{n+2}\|^2=1+(2-\mu)\bigl[(2-\mu)-2\langle x_{n+1},x_n\rangle\bigr].$$

This equals one exactly when $\mu=2$ or $\mu=2-2\langle x_{n+1},x_n\rangle$. The first root gives $x_{n+2}=-x_n$ and is excluded by the convention. If the two positions are an angle $\theta$ apart on the circle, their inner product is $\cos\theta$, so $\mu=2-2\cos\theta$ and

$$x_{n+2}=2\cos\theta\,x_{n+1}-x_n.$$

The addition formulas for sine and cosine give

$$P(\varphi+\theta)+P(\varphi-\theta)=2\cos\theta\,P(\varphi).$$

Suppose that $x_n=P(n\theta)$ and $x_{n+1}=P(n\theta+\theta)$. Taking $\varphi=n\theta+\theta$ in this identity yields $x_{n+2}=P(n\theta+2\theta)$. The pair $x_0=P(0)$, $x_1=P(\theta)$ starts the induction, and the closed form holds for all $n$.

For $hv>0$ the angle $\theta$ is positive, and $\sin\theta<\theta$ reads $hv<\arcsin(hv)$. The rotor is too fast.

## Multiplier, admissible steps and speed

Let $c=\sqrt{1-(hv)^2}=\cos\theta$. Both kinds of step give $h^2\lambda_n=2-2c$, so the multiplier is constant. Its excess over the centripetal value follows from $(hv)^2=1-c^2$:

$$h^2\lambda_n-h^2v^2=2-2c-(1-c^2)=(1-c)^2>0.$$

The first step has shown that a trajectory needs $hv<1$. Conversely, if $0<hv<1$, take $x_n=P(n\theta)$ and $\lambda_n=(2-2c)/h^2$. The formula for the first step gives $c\,e_0+hv\,e_1=P(\theta)$, the circle identity gives the later steps, the points have unit length, and $c>0$ gives $h^2\lambda_n<2$. So the uniform rotation is a SHAKE trajectory. At $hv=1$ the bond condition in the first step still has a solution, but only $h^2\lambda_0=2$, which the strict inequality of the convention excludes.

Finally, $\sin\theta<\theta<\tan\theta$ for $0<\theta<\pi/2$. Here $\tan\theta=hv/\sqrt{1-(hv)^2}$, and division by $h$ gives the two bounds on the angular speed.

## The Lean file

```lean
import Mathlib

open scoped InnerProductSpace

namespace ShakeRotor

variable {E : Type*} [NormedAddCommGroup E] [InnerProductSpace ℝ E]

/-- The vector `cos φ e₀ + sin φ e₁`. For orthonormal `e₀`, `e₁` it is the point at angle `φ` on the
unit circle in their plane. -/
noncomputable def circlePoint (e₀ e₁ : E) (φ : ℝ) : E :=
  Real.cos φ • e₀ + Real.sin φ • e₁

/-- A SHAKE trajectory of a free rotor with unit bond length and unit mass, started at `e₀` with
velocity `v e₁` and time step `h`. The constraint force at step `n` is `-lam n • x n`, and
`h² lam n < 2` selects the root of the constraint equation. -/
structure IsShakeRotor (h v : ℝ) (e₀ e₁ : E) (lam : ℕ → ℝ) (x : ℕ → E) : Prop where
  start : x 0 = e₀
  first : x 1 = e₀ + (h * v) • e₁ - (h ^ 2 * lam 0 / 2) • e₀
  step : ∀ n, x (n + 2) = (2 : ℝ) • x (n + 1) - x n - (h ^ 2 * lam (n + 1)) • x (n + 1)
  bond : ∀ n, ‖x n‖ = 1
  branch : ∀ n, h ^ 2 * lam n < 2

/-- Inner product of two vectors in the plane of the orthonormal pair `e₀`, `e₁`. -/
theorem inner_plane {e₀ e₁ : E} (h0 : ‖e₀‖ = 1) (h1 : ‖e₁‖ = 1) (h01 : ⟪e₀, e₁⟫_ℝ = 0)
    (a b c d : ℝ) : ⟪a • e₀ + b • e₁, c • e₀ + d • e₁⟫_ℝ = a * c + b * d := by
  have h10 : ⟪e₁, e₀⟫_ℝ = 0 := by rw [real_inner_comm]; exact h01
  simp only [inner_add_left, inner_add_right, real_inner_smul_left, real_inner_smul_right,
    h01, h10, real_inner_self_eq_norm_sq, h0, h1]
  ring

/-- The values of `circlePoint` at `φ + θ` and `φ - θ` add up to `2 cos θ` times its value at `φ`.
-/
theorem circle_recurrence (e₀ e₁ : E) (φ θ : ℝ) :
    circlePoint e₀ e₁ (φ + θ) + circlePoint e₀ e₁ (φ - θ)
      = (2 * Real.cos θ) • circlePoint e₀ e₁ φ := by
  simp only [circlePoint, Real.cos_add, Real.cos_sub, Real.sin_add, Real.sin_sub]
  module

/-- For unit vectors `a` (previous) and `b` (current), the next Verlet position has unit length
exactly when the scaled multiplier `μ` equals `2` or `2 - 2⟨b, a⟩`. -/
theorem shake_multiplier_roots {a b : E} (ha : ‖a‖ = 1) (hb : ‖b‖ = 1) (μ : ℝ) :
    ‖(2 : ℝ) • b - a - μ • b‖ = 1 ↔ μ = 2 ∨ μ = 2 - 2 * ⟪b, a⟫_ℝ := by
  have key : ‖(2 : ℝ) • b - a - μ • b‖ ^ 2
      = 1 + (2 - μ) * ((2 - μ) - 2 * ⟪b, a⟫_ℝ) := by
    rw [show (2 : ℝ) • b - a - μ • b = (2 - μ) • b - a by module, norm_sub_sq_real,
      norm_smul, mul_pow, Real.norm_eq_abs, sq_abs, real_inner_smul_left, ha, hb]
    ring
  rw [← pow_eq_one_iff_of_nonneg (norm_nonneg _) two_ne_zero, key]
  constructor
  · intro h
    have h' : (2 - μ) * ((2 - μ) - 2 * ⟪b, a⟫_ℝ) = 0 := by linarith
    rcases mul_eq_zero.1 h' with h2 | h2
    · left; linarith
    · right; linarith
  · rintro (h | h) <;> rw [h] <;> ring

section Trajectory

variable {h v : ℝ} {e₀ e₁ : E} {lam : ℕ → ℝ} {x : ℕ → E}

/-- For orthonormal `e₀`, `e₁`, the bond constraint and the selection of the root in the first step
together give `|hv| < 1` and `h² lam 0 = 2 - 2 √(1 - (hv)²)`. -/
theorem shake_first_multiplier (h0 : ‖e₀‖ = 1) (h1 : ‖e₁‖ = 1) (h01 : ⟪e₀, e₁⟫_ℝ = 0)
    (H : IsShakeRotor h v e₀ e₁ lam x) :
    |h * v| < 1 ∧ h ^ 2 * lam 0 = 2 - 2 * √(1 - (h * v) ^ 2) := by
  have hx : x 1 = (1 - h ^ 2 * lam 0 / 2) • e₀ + (h * v) • e₁ := by
    rw [H.first]; module
  have hn : (1 - h ^ 2 * lam 0 / 2) ^ 2 + (h * v) ^ 2 = 1 := by
    have hi := inner_plane h0 h1 h01 (1 - h ^ 2 * lam 0 / 2) (h * v)
      (1 - h ^ 2 * lam 0 / 2) (h * v)
    rw [← hx, real_inner_self_eq_norm_sq, H.bond] at hi
    linarith
  have hb : 0 < 1 - h ^ 2 * lam 0 / 2 := by linarith [H.branch 0]
  have hlt : (h * v) ^ 2 < 1 := by linarith [pow_pos hb 2]
  have hr : √(1 - (h * v) ^ 2) = 1 - h ^ 2 * lam 0 / 2 := by
    rw [show 1 - (h * v) ^ 2 = (1 - h ^ 2 * lam 0 / 2) ^ 2 by linarith]
    exact Real.sqrt_sq hb.le
  exact ⟨abs_lt.2 ⟨by nlinarith, by nlinarith⟩, by linarith⟩

/-- For orthonormal `e₀`, `e₁`, if two consecutive SHAKE positions are an angle `θ` apart on the
circle, the multiplier of the next step is given by `h² lam = 2 - 2 cos θ`. -/
theorem shake_next_multiplier (h0 : ‖e₀‖ = 1) (h1 : ‖e₁‖ = 1) (h01 : ⟪e₀, e₁⟫_ℝ = 0)
    (H : IsShakeRotor h v e₀ e₁ lam x) {n : ℕ} {α θ : ℝ}
    (ha : x n = circlePoint e₀ e₁ α) (hb : x (n + 1) = circlePoint e₀ e₁ (α + θ)) :
    h ^ 2 * lam (n + 1) = 2 - 2 * Real.cos θ := by
  have hn := H.bond (n + 2)
  rw [H.step] at hn
  rcases (shake_multiplier_roots (H.bond n) (H.bond (n + 1)) _).1 hn with h2 | h2
  · exact absurd h2 (H.branch (n + 1)).ne
  · have hc : ⟪x (n + 1), x n⟫_ℝ = Real.cos θ := by
      rw [ha, hb, circlePoint, circlePoint, inner_plane h0 h1 h01, ← Real.cos_sub,
        add_sub_cancel_left]
    rw [h2, hc]

/-- For orthonormal `e₀`, `e₁` and `hv > 0`, the SHAKE rotor turns uniformly, by the angle
`arcsin (hv)` in each step, and this angle exceeds the exact value `hv`. -/
theorem shake_rotor_uniform_too_fast (h0 : ‖e₀‖ = 1) (h1 : ‖e₁‖ = 1)
    (h01 : ⟪e₀, e₁⟫_ℝ = 0) (hv : 0 < h * v) (H : IsShakeRotor h v e₀ e₁ lam x) :
    (∀ n : ℕ, x n = circlePoint e₀ e₁ (n * Real.arcsin (h * v))) ∧
      h * v < Real.arcsin (h * v) := by
  obtain ⟨habs, hm⟩ := shake_first_multiplier h0 h1 h01 H
  obtain ⟨hl, hu⟩ := abs_lt.1 habs
  have hsin := Real.sin_arcsin hl.le hu.le
  -- two consecutive positions are carried through the induction
  have pair : ∀ n : ℕ, x n = circlePoint e₀ e₁ (n * Real.arcsin (h * v)) ∧
      x (n + 1) = circlePoint e₀ e₁ (n * Real.arcsin (h * v) + Real.arcsin (h * v)) := by
    intro n
    induction n with
    | zero =>
      refine ⟨by simp [circlePoint, H.start], ?_⟩
      simp only [circlePoint, Nat.cast_zero, zero_mul, zero_add]
      rw [Real.cos_arcsin, hsin, H.first, hm]
      module
    | succ n ih =>
      have hc : ((n + 1 : ℕ) : ℝ) * Real.arcsin (h * v)
          = n * Real.arcsin (h * v) + Real.arcsin (h * v) := by push_cast; ring
      rw [hc]
      refine ⟨ih.2, ?_⟩
      have hs : x (n + 1 + 1) = _ := H.step n
      have r := circle_recurrence e₀ e₁
        (n * Real.arcsin (h * v) + Real.arcsin (h * v)) (Real.arcsin (h * v))
      rw [add_sub_cancel_right] at r
      rw [hs, shake_next_multiplier h0 h1 h01 H ih.1 ih.2, ih.1, ih.2]
      linear_combination (norm := module) (-1 : ℝ) • r
  refine ⟨fun n => (pair n).1, ?_⟩
  -- the overspeed is the inequality sin θ < θ
  have hlt := Real.sin_lt (Real.arcsin_pos.2 hv)
  rwa [hsin] at hlt

/-- For orthonormal `e₀`, `e₁` and positive `h`, `v`, the SHAKE multiplier is the same at every
step and exceeds the exact centripetal value `v²`. -/
theorem shake_multiplier_constant (h0 : ‖e₀‖ = 1) (h1 : ‖e₁‖ = 1) (h01 : ⟪e₀, e₁⟫_ℝ = 0)
    (hh : 0 < h) (hv : 0 < v) (H : IsShakeRotor h v e₀ e₁ lam x) (n : ℕ) :
    h ^ 2 * lam n = 2 - 2 * √(1 - (h * v) ^ 2) ∧ v ^ 2 < lam n := by
  obtain ⟨habs, hm⟩ := shake_first_multiplier h0 h1 h01 H
  obtain ⟨hl, hu⟩ := abs_lt.1 habs
  have hs : 0 < h * v := mul_pos hh hv
  have heq : h ^ 2 * lam n = 2 - 2 * √(1 - (h * v) ^ 2) := by
    cases n with
    | zero => exact hm
    | succ n =>
      have hx := (shake_rotor_uniform_too_fast h0 h1 h01 hs H).1
      rw [← Real.cos_arcsin]
      refine shake_next_multiplier h0 h1 h01 H (hx n) ?_
      rw [hx (n + 1)]
      congr 1
      push_cast
      ring
  refine ⟨heq, ?_⟩
  have hr : √(1 - (h * v) ^ 2) ^ 2 = 1 - (h * v) ^ 2 := Real.sq_sqrt (by nlinarith)
  have hr1 : √(1 - (h * v) ^ 2) < 1 := by nlinarith [pow_pos hs 2]
  have hlt : h ^ 2 * v ^ 2 < h ^ 2 * lam n := by
    rw [heq]
    nlinarith [mul_pos (sub_pos.2 hr1) (sub_pos.2 hr1)]
  exact lt_of_mul_lt_mul_left hlt (sq_nonneg h)

end Trajectory

/-- For orthonormal `e₀`, `e₁` and positive `h`, `v`, a SHAKE trajectory of the rotor exists
exactly when `hv < 1`. -/
theorem shake_exists_iff {h v : ℝ} {e₀ e₁ : E} (h0 : ‖e₀‖ = 1) (h1 : ‖e₁‖ = 1)
    (h01 : ⟪e₀, e₁⟫_ℝ = 0) (hh : 0 < h) (hv : 0 < v) :
    (∃ lam x, IsShakeRotor h v e₀ e₁ lam x) ↔ h * v < 1 := by
  constructor
  · rintro ⟨lam, x, H⟩
    exact (abs_lt.1 (shake_first_multiplier h0 h1 h01 H).1).2
  intro hu
  have hs : 0 < h * v := mul_pos hh hv
  have hm : h ^ 2 * ((2 - 2 * √(1 - (h * v) ^ 2)) / h ^ 2)
      = 2 - 2 * √(1 - (h * v) ^ 2) := mul_div_cancel₀ _ (pow_pos hh 2).ne'
  -- the uniform rotation with a constant multiplier solves the SHAKE equations
  refine ⟨fun _ => (2 - 2 * √(1 - (h * v) ^ 2)) / h ^ 2,
    fun n => circlePoint e₀ e₁ (n * Real.arcsin (h * v)), ?_, ?_, ?_, ?_, ?_⟩
  · simp [circlePoint]
  · simp only [hm, circlePoint, Nat.cast_one, one_mul]
    rw [Real.cos_arcsin, Real.sin_arcsin (by linarith) hu.le]
    module
  · intro n
    have r := circle_recurrence e₀ e₁
      (((n + 1 : ℕ) : ℝ) * Real.arcsin (h * v)) (Real.arcsin (h * v))
    have c2 : ((n + 2 : ℕ) : ℝ) * Real.arcsin (h * v)
        = ((n + 1 : ℕ) : ℝ) * Real.arcsin (h * v) + Real.arcsin (h * v) := by
      push_cast; ring
    have c0 : (n : ℝ) * Real.arcsin (h * v)
        = ((n + 1 : ℕ) : ℝ) * Real.arcsin (h * v) - Real.arcsin (h * v) := by
      push_cast; ring
    simp only [hm]
    rw [c2, c0, ← Real.cos_arcsin]
    linear_combination (norm := module) (1 : ℝ) • r
  · intro n
    rw [← pow_eq_one_iff_of_nonneg (norm_nonneg _) two_ne_zero, ← real_inner_self_eq_norm_sq,
      circlePoint, inner_plane h0 h1 h01, ← Real.cos_sub, sub_self, Real.cos_zero]
  · intro n
    simp only [hm]
    have hp : 0 < √(1 - (h * v) ^ 2) := Real.sqrt_pos.2 (by nlinarith)
    linarith

/-- For positive `h`, `v` with `hv < 1`, the angular speed `arcsin (hv) / h` lies strictly
between `v` and `v / √(1 - (hv)²)`. -/
theorem shake_speed_bounds {h v : ℝ} (hh : 0 < h) (hv : 0 < v) (hu : h * v < 1) :
    v < Real.arcsin (h * v) / h ∧
      Real.arcsin (h * v) / h < v / √(1 - (h * v) ^ 2) := by
  have hs : 0 < h * v := mul_pos hh hv
  have hpos := Real.arcsin_pos.2 hs
  constructor
  · have hlt := Real.sin_lt hpos
    rw [Real.sin_arcsin (by linarith) hu.le] at hlt
    rw [lt_div_iff₀ hh]
    linarith
  · rw [div_lt_iff₀ hh]
    calc Real.arcsin (h * v) < Real.tan (Real.arcsin (h * v)) :=
          Real.lt_tan hpos (Real.arcsin_lt_pi_div_two.2 hu)
      _ = h * v / √(1 - (h * v) ^ 2) := Real.tan_arcsin _
      _ = v / √(1 - (h * v) ^ 2) * h := by ring

end ShakeRotor
```

```lean
#print axioms ShakeRotor.shake_rotor_uniform_too_fast
#print axioms ShakeRotor.shake_multiplier_constant
#print axioms ShakeRotor.shake_exists_iff
#print axioms ShakeRotor.shake_speed_bounds
```

```
'ShakeRotor.shake_rotor_uniform_too_fast' depends on axioms: [propext, Classical.choice, Quot.sound]
'ShakeRotor.shake_multiplier_constant' depends on axioms: [propext, Classical.choice, Quot.sound]
'ShakeRotor.shake_exists_iff' depends on axioms: [propext, Classical.choice, Quot.sound]
'ShakeRotor.shake_speed_bounds' depends on axioms: [propext, Classical.choice, Quot.sound]
```

## From the circle identity to the induction

Two lemmas supply the plane geometry. `inner_plane` expands the inner product of two vectors written in the orthonormal pair. `circle_recurrence` is the identity for $P(\varphi\pm\theta)$: the addition formulas are inserted by `simp only`, and `module` compares the coefficients of the vectors.

`shake_multiplier_roots` treats the quadratic equation. Its intermediate result `key` is the factored formula for the squared norm, and `mul_eq_zero` splits the product into the two roots. If the two positions are orthogonal, the two roots coincide.

`shake_first_multiplier` follows the first step as derived above. There `hn` is the equation for unit length, `hb` the sign supplied by `branch`, and `hr` the resulting square root. `shake_next_multiplier` applies the root lemma to two consecutive positions that are an angle $\theta$ apart. It discards the root $2$ by `branch` and evaluates the inner product as $\cos\theta$. At this point only $h^2\lambda_{n+1}\neq2$ is used; the full inequality matters in the first step, where it determines the sign of the square root.

In the main theorem, the statement `pair` carries two consecutive positions through the induction, since the Verlet step needs both. The case `zero` inserts the first multiplier and the cosine of the arcsine. In the case `succ`, the new position is rewritten with the multiplier just found, and `linear_combination (norm := module)` closes the goal by recognising it as the circle identity `r` multiplied by $-1$, up to rearrangement. The overspeed comes from `Real.sin_lt`.

## How the remaining theorems use it

`shake_multiplier_constant` treats $n=0$ by the first-step lemma and every later index by the closed form together with `shake_next_multiplier`. The strict inequality is obtained by giving `nlinarith` the positive product $(1-c)(1-c)$, the same square as in the derivation, and then cancelling $h^2$.

In `shake_exists_iff` the forward direction reads $hv<1$ off the first-step lemma. The reverse direction supplies the constant multiplier and the uniform rotation, and then proves the five fields of the structure in order. For `step`, the angles at $n+2$ and $n$ are written as the angle at $n+1$ plus and minus $\theta$, so that the circle identity applies.

`shake_speed_bounds` mentions no trajectory. It combines `Real.sin_lt` and `Real.lt_tan` at the angle $\arcsin(hv)$, and the main theorem is what identifies this angle with the rotation per step.
